# In a repulsive Hubbard atom at half filling and finite temperature, a growing Zeeman field that favours up spins drains the upper up-spin pole

Take a single orbital that holds one electron on average, and place it in a magnetic field. An up electron can be added to it at two energies. If no down electron is there, it meets no interaction; if one is, it pays the repulsion U. The up-spin Green function therefore has two poles, whose weights are the probabilities that a down electron is absent or present. What does the field do to this division?

Let β > 0 be the inverse temperature, and let the field shift the up level by −h and the down level by +h, so that a positive h favours up spins. Energies are measured from the chemical potential. For U ≠ 0, the pole at U/2 − h has weight

n(h) = (1 + exp(β(U/2 − h))) / (2 + 2 exp(βU/2) cosh(βh)).

This function decreases strictly in h, equals 1/2 at h = 0 and tends to 0 as h → ∞. The pole is the upper of the two when U > 0. At U = 0 the two poles merge, but the three statements about the function n remain true.

## From four levels to the pole weight

With n↑ and n↓ the occupation operators of the two spins, the Hamiltonian is

H = U n↑n↓ − (U/2)(n↑ + n↓) − h(n↑ − n↓).

The middle term is a chemical potential U/2, which fixes half filling. Number the states empty, up, down and doubly occupied by 0, 1, 2, 3. Their energies are

E₀ = 0, E₁ = −U/2 − h, E₂ = −U/2 + h, E₃ = U − U = 0.

The Boltzmann factors wᵢ = exp(−βEᵢ) are

w₀ = 1, w₁ = exp(βU/2 + βh), w₂ = exp(βU/2 − βh), w₃ = 1,

and their sum is the partition function

Z = 2 + 2 exp(βU/2) cosh(βh).

The up-spin annihilator connects state 1 to state 0 and state 3 to state 2, each with matrix element 1. The Lehmann sum at complex frequency z thus has two terms:

G(z) = ((w₀ + w₁)/Z) / (z − (E₁ − E₀)) + ((w₂ + w₃)/Z) / (z − (E₃ − E₂)).

The excitation energies are E₁ − E₀ = −U/2 − h and E₃ − E₂ = U/2 − h. The second weight is (w₂ + w₃)/Z = n(h), the probability that a down electron is present. The weights add up to 1, so

G(z) = (1 − n(h))/(z + h + U/2) + n(h)/(z + h − U/2).

For U ≠ 0 the poles are distinct, and n(h) is the residue at z = U/2 − h.

Now set N(h) = 1 + exp(βU/2 − βh) and M(h) = 1 + exp(βU/2 + βh). Then

n(h) = N(h) / (N(h) + M(h)).

Reversing the field exchanges N and M, so n(−h) = 1 − n(h), and h = 0 gives n(0) = 1/2.

For a < b, cross-multiplication by the positive denominators turns n(b) < n(a) into

N(b)(N(a) + M(a)) < N(a)(N(b) + M(b)),

which is the same as N(b)M(a) < N(a)M(b). This is true because 0 < N(b) < N(a) and 0 < M(a) < M(b).

Finally, as h → ∞, N tends to 1 and M diverges, so n tends to 0.

## Operators, energies and the Green function in Lean

```lean
import Mathlib

open Matrix Filter Topology

namespace HubbardAtomZeeman

noncomputable section
```

The matrices act on the four states in the order used above. The entry `cUp m n` is the amplitude for reaching state m from state n.

```lean
/-- Annihilator of an up electron in the basis empty, up, down, doubly occupied. -/
def cUp : Matrix (Fin 4) (Fin 4) ℝ :=
  !![0, 1, 0, 0; 0, 0, 0, 0; 0, 0, 0, 1; 0, 0, 0, 0]

/-- Annihilator of a down electron in the same basis, with the fermionic sign. -/
def cDn : Matrix (Fin 4) (Fin 4) ℝ :=
  !![0, 0, 1, 0; 0, 0, 0, -1; 0, 0, 0, 0; 0, 0, 0, 0]
```

The minus sign makes the two annihilators anticommute: their two products both take the doubly occupied state to the empty one, with opposite signs.

The Hamiltonian is built from these matrices, with the transpose as the adjoint because all entries are real. The field couples to n↑ − n↓, so the singly occupied levels are 2h apart, and h absorbs the magnetic moment.

```lean
/-- The half-filled Hubbard atom with interaction `U` in a Zeeman field `h`. -/
def hamiltonian (U h : ℝ) : Matrix (Fin 4) (Fin 4) ℝ :=
  U • ((cUpᵀ * cUp) * (cDnᵀ * cDn)) - (U / 2) • (cUpᵀ * cUp + cDnᵀ * cDn)
    - h • (cUpᵀ * cUp - cDnᵀ * cDn)
```

The energies are also listed separately, and the thermal quantities are defined from that list. Boltzmann's constant is absorbed into `β`.

```lean
/-- The energies of the empty, up, down and doubly occupied states. -/
def level (U h : ℝ) : Fin 4 → ℝ := ![0, -(U / 2) - h, -(U / 2) + h, 0]

/-- The Boltzmann factor of a state at inverse temperature `β`. -/
def boltzmann (β U h : ℝ) (i : Fin 4) : ℝ := Real.exp (-(β * level U h i))

/-- The partition function of the atom. -/
def partitionFn (β U h : ℝ) : ℝ := ∑ i, boltzmann β U h i
```

The Green function is defined by its Lehmann representation; it is not derived here from a time-dependent correlation function. The squared matrix element suffices because `cUp` is real.

```lean
/-- The up-spin Green function in its Lehmann representation, for complex frequencies `z`
away from the excitation energies `U/2 - h` and `-U/2 - h`. -/
def greenUp (β U h : ℝ) (z : ℂ) : ℂ :=
  ∑ m, ∑ n, ((cUp m n ^ 2 * ((boltzmann β U h m + boltzmann β U h n) / partitionFn β U h) : ℝ) : ℂ)
    / (z - ((level U h n - level U h m : ℝ) : ℂ))
```

The weight is introduced as a closed formula, whose meaning is established by the theorems below.

```lean
/-- A closed formula which, for `U ≠ 0`, is the weight of the pole of `greenUp` at `U/2 - h`. -/
def poleWeight (β U h : ℝ) : ℝ :=
  (1 + Real.exp (β * (U / 2 - h))) / (2 + 2 * Real.exp (β * U / 2) * Real.cosh (β * h))
```

## What the closed formula measures

The first theorem ties the list of energies to the Hamiltonian. The two number operators are computed entry by entry as diagonal matrices, and H is then compared, again entry by entry, with the diagonal matrix of `level`.

```lean
/-- The occupation basis diagonalises the Hamiltonian, with the energies `level`. -/
theorem hamiltonian_eq_diagonal (U h : ℝ) :
    hamiltonian U h = Matrix.diagonal (level U h) := by
  have hu : cUpᵀ * cUp = Matrix.diagonal ![0, 1, 0, 1] := by
    ext i j
    fin_cases i <;> fin_cases j <;> simp [cUp, Matrix.mul_apply, Fin.sum_univ_four]
  have hd : cDnᵀ * cDn = Matrix.diagonal ![0, 0, 1, 1] := by
    ext i j
    fin_cases i <;> fin_cases j <;> simp [cDn, Matrix.mul_apply, Fin.sum_univ_four]
  rw [hamiltonian, hu, hd, Matrix.diagonal_mul_diagonal]
  ext i j
  fin_cases i <;> fin_cases j <;> simp [level]
  ring
```

The next two results are the Boltzmann factors and the partition function found by hand. The second splits the exponentials and uses the definition of cosh.

```lean
/-- The Boltzmann factors of the four states. -/
theorem boltzmann_values (β U h : ℝ) :
    boltzmann β U h 0 = 1 ∧ boltzmann β U h 1 = Real.exp (β * U / 2 + β * h) ∧
    boltzmann β U h 2 = Real.exp (β * U / 2 - β * h) ∧ boltzmann β U h 3 = 1 := by
  refine ⟨by simp [boltzmann, level], ?_, ?_, by simp [boltzmann, level]⟩
  · show Real.exp (-(β * (-(U / 2) - h))) = _
    congr 1
    ring
  · show Real.exp (-(β * (-(U / 2) + h))) = _
    congr 1
    ring

/-- The partition function is `2 + 2 exp(βU/2) cosh(βh)`. -/
theorem partitionFn_eq (β U h : ℝ) :
    partitionFn β U h = 2 + 2 * Real.exp (β * U / 2) * Real.cosh (β * h) := by
  obtain ⟨b0, b1, b2, b3⟩ := boltzmann_values β U h
  have e : Real.exp (β * U / 2 - β * h) = Real.exp (β * U / 2) * Real.exp (-(β * h)) := by
    rw [← Real.exp_add, sub_eq_add_neg]
  rw [partitionFn, Fin.sum_univ_four, b0, b1, b2, b3, e, Real.exp_add, Real.cosh_eq]
  ring
```

The closed formula is the thermal average of n↓. Only states 2 and 3 contribute to the sum, which leaves (w₂ + w₃)/Z.

```lean
/-- The pole weight is the thermal occupation of the down-spin orbital. -/
theorem poleWeight_eq_occupation (β U h : ℝ) :
    poleWeight β U h =
      (∑ i, (cDnᵀ * cDn) i i * boltzmann β U h i) / partitionFn β U h := by
  obtain ⟨-, -, b2, b3⟩ := boltzmann_values β U h
  have s : ∑ i, (cDnᵀ * cDn) i i * boltzmann β U h i
      = boltzmann β U h 2 + boltzmann β U h 3 := by
    simp [Fin.sum_univ_four, cDn, Matrix.mul_apply]
  rw [s, b2, b3, partitionFn_eq, poleWeight, mul_sub, ← mul_div_assoc,
    add_comm (Real.exp _) 1]
```

The two-pole form of G is stated with both denominators multiplied out, for every z that is not a pole. In the proof, `s` reduces the double sum to its two nonzero terms, `h1` and `h2` identify their weights as 1 − n and n, and `l1` and `l2` compute the excitation energies. The last lines cancel each denominator against its factor.

```lean
/-- Away from its poles, the up-spin Green function is
`(1 - n)/(z + h + U/2) + n/(z + h - U/2)` with `n` the pole weight, written here with the
denominators multiplied out. -/
theorem greenUp_two_poles (β U h : ℝ) (z : ℂ)
    (ha : z + h + (U : ℂ) / 2 ≠ 0) (hb : z + h - (U : ℂ) / 2 ≠ 0) :
    greenUp β U h z * ((z + h + (U : ℂ) / 2) * (z + h - (U : ℂ) / 2))
      = (1 - (poleWeight β U h : ℂ)) * (z + h - (U : ℂ) / 2)
        + (poleWeight β U h : ℂ) * (z + h + (U : ℂ) / 2) := by
  have hpos : 0 < partitionFn β U h :=
    Finset.sum_pos (fun i _ => Real.exp_pos _) Finset.univ_nonempty
  -- the two transitions that remove an up electron, and their weights
  have s : greenUp β U h z =
      (((boltzmann β U h 0 + boltzmann β U h 1) / partitionFn β U h : ℝ) : ℂ)
        / (z - ((level U h 1 - level U h 0 : ℝ) : ℂ))
      + (((boltzmann β U h 2 + boltzmann β U h 3) / partitionFn β U h : ℝ) : ℂ)
        / (z - ((level U h 3 - level U h 2 : ℝ) : ℂ)) := by
    simp [greenUp, Fin.sum_univ_four, cUp]
  have h2 : (boltzmann β U h 2 + boltzmann β U h 3) / partitionFn β U h
      = poleWeight β U h := by
    rw [poleWeight_eq_occupation]
    congr 1
    simp [Fin.sum_univ_four, cDn, Matrix.mul_apply]
  have h1 : (boltzmann β U h 0 + boltzmann β U h 1) / partitionFn β U h
      = 1 - poleWeight β U h := by
    rw [← h2, eq_sub_iff_add_eq, ← add_div, div_eq_one_iff_eq hpos.ne', partitionFn,
      Fin.sum_univ_four]
    ring
  have l1 : level U h 1 - level U h 0 = -(U / 2) - h := by
    show (-(U / 2) - h) - (0 : ℝ) = _
    ring
  have l2 : level U h 3 - level U h 2 = U / 2 - h := by
    show (0 : ℝ) - (-(U / 2) + h) = _
    ring
  have d1 : z - ((-(U / 2) - h : ℝ) : ℂ) = z + h + U / 2 := by
    push_cast
    ring
  have d2 : z - ((U / 2 - h : ℝ) : ℂ) = z + h - U / 2 := by
    push_cast
    ring
  rw [s, h1, h2, l1, l2, d1, d2]
  push_cast
  have e1 := div_mul_cancel₀ (1 - (poleWeight β U h : ℂ)) ha
  have e2 := div_mul_cancel₀ (poleWeight β U h : ℂ) hb
  linear_combination (z + h - (U : ℂ) / 2) * e1 + (z + h + (U : ℂ) / 2) * e2
```

To read off the residue when U ≠ 0, divide the identity by z + h + U/2 and let z approach U/2 − h; this limit is taken by hand and has no theorem of its own in the file.

Defining the weight as that residue would have been another way to model the statement. The closed formula would then be a result to prove, and the main theorem would need U ≠ 0: at U = 0 the merged pole has residue 1 in every field, which neither decreases nor tends to 0. With the closed formula as the definition, every real U is allowed.

## Monotonicity, the zero-field value and the strong-field limit

The ratio N/(N + M) comes from replacing the denominator by the sum of the four Boltzmann factors and regrouping.

```lean
/-- The pole weight as a ratio of Boltzmann factors: the states with a down electron against
all four states. -/
theorem poleWeight_eq_ratio (β U h : ℝ) :
    poleWeight β U h = (1 + Real.exp (β * U / 2 - β * h)) /
      ((1 + Real.exp (β * U / 2 - β * h)) + (1 + Real.exp (β * U / 2 + β * h))) := by
  obtain ⟨b0, b1, b2, b3⟩ := boltzmann_values β U h
  rw [poleWeight, ← partitionFn_eq, partitionFn, Fin.sum_univ_four, b0, b1, b2, b3,
    mul_sub, ← mul_div_assoc]
  congr 1
  ring
```

Field reversal is then an identity about two positive numbers, proved as `gen` and applied to the two expressions.

```lean
/-- Reversing the field turns the pole weight `n` into `1 - n`. -/
theorem poleWeight_neg (β U h : ℝ) : poleWeight β U (-h) = 1 - poleWeight β U h := by
  have gen : ∀ N M : ℝ, 0 < N → 0 < M → M / (M + N) = 1 - N / (N + M) := by
    intro N M hN hM
    have hs : M + N ≠ 0 := by positivity
    rw [eq_sub_iff_add_eq, add_comm N M, ← add_div, div_self hs]
  rw [poleWeight_eq_ratio, poleWeight_eq_ratio, mul_neg, sub_neg_eq_add, ← sub_eq_add_neg]
  exact gen _ _ (by positivity) (by positivity)
```

The final theorem fixes `β` and `U` and treats `poleWeight β U` as a function of the field. `StrictAnti` says that a < b implies n(b) < n(a) for all real fields, negative ones included. The `Tendsto` statement is the limit h → ∞. The hypothesis β > 0 means a finite positive temperature; β ≥ 0 would not be enough, since at β = 0 the weight is 1/2 in every field.

```lean
/-- For `β > 0` and any real `U`, the function `poleWeight β U` strictly decreases with the field
`h`, equals `1/2` at `h = 0`, and tends to `0` as `h → ∞`. -/
theorem poleWeight_field_dependence (β U : ℝ) (hβ : 0 < β) :
    StrictAnti (poleWeight β U) ∧ poleWeight β U 0 = 1 / 2 ∧
      Tendsto (poleWeight β U) atTop (𝓝 0) := by
  refine ⟨?_, ?_, ?_⟩
  · intro a b hab
    have hm : β * a < β * b := mul_lt_mul_of_pos_left hab hβ
    have hN := Real.exp_lt_exp.mpr (show β * U / 2 - β * b < β * U / 2 - β * a by linarith)
    have hM := Real.exp_lt_exp.mpr (show β * U / 2 + β * a < β * U / 2 + β * b by linarith)
    have hNM := mul_lt_mul'' hN hM (Real.exp_pos _).le (Real.exp_pos _).le
    rw [poleWeight_eq_ratio, poleWeight_eq_ratio,
      div_lt_div_iff₀ (by positivity) (by positivity)]
    nlinarith [hN, hM, hNM]
  · have := poleWeight_neg β U 0
    rw [neg_zero] at this
    linarith
  · have hx : Tendsto (fun h : ℝ => β * h) atTop atTop := tendsto_id.const_mul_atTop hβ
    -- the numerator stays bounded while the denominator diverges
    have hN : Tendsto (fun h : ℝ => 1 + Real.exp (β * U / 2 - β * h)) atTop (𝓝 (1 + 0)) := by
      refine tendsto_const_nhds.add (Real.tendsto_exp_atBot.comp ?_)
      refine (tendsto_atBot_add_const_left atTop (β * U / 2)
        (tendsto_neg_atTop_atBot.comp hx)).congr (fun h => ?_)
      simp [sub_eq_add_neg]
    have hM : Tendsto (fun h : ℝ => Real.exp (β * U / 2 + β * h)) atTop atTop :=
      Real.tendsto_exp_atTop.comp (tendsto_atTop_add_const_left atTop (β * U / 2) hx)
    have hD : Tendsto (fun h : ℝ => (1 + Real.exp (β * U / 2 - β * h))
        + (1 + Real.exp (β * U / 2 + β * h))) atTop atTop := by
      refine tendsto_atTop_mono (fun h => ?_) hM
      have := Real.exp_pos (β * U / 2 - β * h)
      linarith
    exact (hN.div_atTop hD).congr (fun h => (poleWeight_eq_ratio β U h).symm)

end

end HubbardAtomZeeman
```

For monotonicity, `hN` and `hM` compare the exponentials in N and M at the two fields, and `hNM` multiplies these comparisons. After `div_lt_div_iff₀` has cross-multiplied, the remaining inequality is the sum of the three, which `nlinarith` finds. The value at zero follows from field reversal, since n(0) = 1 − n(0). For the limit, `hN` shows that the numerator tends to 1 and `hD` that the denominator diverges, because it is at least as large as the exponential in M.

```lean
#print axioms HubbardAtomZeeman.hamiltonian_eq_diagonal
-- 'HubbardAtomZeeman.hamiltonian_eq_diagonal' depends on axioms: [propext, Classical.choice, Quot.sound]
#print axioms HubbardAtomZeeman.greenUp_two_poles
-- 'HubbardAtomZeeman.greenUp_two_poles' depends on axioms: [propext, Classical.choice, Quot.sound]
#print axioms HubbardAtomZeeman.poleWeight_field_dependence
-- 'HubbardAtomZeeman.poleWeight_field_dependence' depends on axioms: [propext, Classical.choice, Quot.sound]
```

In dynamical mean-field theory, the formula can serve as a test of an impurity solver in a field, restricted to the case of one orbital at half filling with no coupling to the bath. With hybridisation switched on, the two sharp poles no longer describe the spectrum in general.
